# Two-sided bounds on the first-order 1S Uehling shift with a nonrelativistic density

The vacuum-polarization shift of a light hydrogen-like ion can be estimated by truncating a series in $x=Z\alpha$, and a bound on what was dropped then controls the truncation error. This sheet derives such a bound for the first-order 1S shift with a point nucleus and a nonrelativistic density.

Here $Z$ is the nuclear charge number and $\alpha$ the fine-structure constant. Units are $\hbar=c=1$, and $m$ is the mass of both the orbiting and the loop lepton. In Lean, $\alpha$, $m$ and $x$ are independent real numbers.

```lean
import Mathlib

open MeasureTheory Set Filter Topology

namespace UehlingGroundState

noncomputable section
```

The spectral weight $w(t)$ (`weight`) describes virtual pairs of invariant mass $2mt$, with threshold $t=1$.

```lean
/-- The one-loop vacuum-polarization weight `w(t)`, for `t ≥ 1`. -/
def weight (t : ℝ) : ℝ := (1 + 1 / (2 * t ^ 2)) * Real.sqrt (t ^ 2 - 1) / t ^ 2
```

Each such mass contributes a Yukawa term to the potential energy, which is taken here as a definition and not derived from QED.

```lean
/-- The Uehling potential energy at distance `r > 0` from a point nucleus with `x = Zα`, for a loop
lepton of mass `m`, in units with `ħ = c = 1`. -/
def uehlingPotential (α m x r : ℝ) : ℝ :=
  -(2 * α / (3 * Real.pi)) * (x / r) * ∫ t in Ioi (1 : ℝ), weight t * Real.exp (-(2 * m * r * t))
```

The 1S radial density has inverse Bohr radius $\kappa=xm$ and is normalised for $\kappa>0$.

```lean
/-- The radial probability density of the hydrogenic 1S state with inverse Bohr radius `κ`. -/
def density1S (κ r : ℝ) : ℝ := 4 * κ ^ 3 * r ^ 2 * Real.exp (-(2 * κ * r))
```

The shift $\Delta E$ (`shift1S`) is the expectation value of the potential energy.

```lean
/-- The first-order 1S energy shift: the expectation value of the Uehling potential. -/
def shift1S (α m x : ℝ) : ℝ :=
  ∫ r in Ioi (0 : ℝ), density1S (x * m) r * uehlingPotential α m x r
```

A dimensionless integral $F$ is defined separately; `Ioi 1` is the interval $(1,\infty)$.

```lean
/-- The dimensionless function `F(x)` of `x = Zα ≥ 0`. -/
def F (x : ℝ) : ℝ := -(2 / 3) * ∫ t in Ioi (1 : ℝ), weight t / (t + x) ^ 2
```

Below, $s=\sqrt{t^2-1}$.

### (a) Sign of the weight

Show that $w(t)\ge 0$.

Every factor is nonnegative. Lean's square root of a negative number is $0$, so the lemma holds for all real $t$.

```lean
/-- The vacuum-polarization weight is nonnegative. -/
theorem weight_nonneg (t : ℝ) : 0 ≤ weight t := by
  unfold weight
  positivity
```

### (b) Slope of the threshold factor

For $t>1$, show that $s'=ts/(t^2-1)$.

The chain rule gives $s'=t/s$; multiply above and below by $s$.

```lean
/-- The derivative of the threshold factor `√(t² - 1)` above threshold, `t > 1`. -/
theorem hasDerivAt_threshold {t : ℝ} (ht : 1 < t) :
    HasDerivAt (fun t : ℝ => Real.sqrt (t ^ 2 - 1))
      (t * Real.sqrt (t ^ 2 - 1) / (t ^ 2 - 1)) t := by
  have h0 : 0 < t ^ 2 - 1 := by nlinarith
  have hs := Real.sq_sqrt h0.le
  have hp : HasDerivAt (fun y : ℝ => y ^ 2 - 1) (2 * t) t := by
    simpa using (hasDerivAt_pow 2 t).sub_const 1
  refine (hp.sqrt h0.ne').congr_deriv ?_
  rw [div_eq_div_iff (mul_ne_zero two_ne_zero (Real.sqrt_pos.2 h0).ne') h0.ne']
  linear_combination (-2 * t) * hs
```

### (c) Building blocks for antiderivatives

For $t>1$ and $n=0,1,2,\dots$, show that
$$\frac{d}{dt}\frac{s^3}{t^{n+1}}=\frac{s\,[(2-n)t^2+n+1]}{t^{n+2}}.$$

By (b), $(s^3)'=3ts$. The quotient rule gives $s[3t^2-(n+1)(t^2-1)]/t^{n+2}$, which `ring` confirms after clearing denominators.

```lean
/-- The derivative of `√(t² - 1)³ / tⁿ⁺¹` for `t > 1`. -/
theorem hasDerivAt_block (n : ℕ) {t : ℝ} (ht : 1 < t) :
    HasDerivAt (fun t : ℝ => Real.sqrt (t ^ 2 - 1) ^ 3 / t ^ (n + 1))
      (Real.sqrt (t ^ 2 - 1) * ((2 - n) * t ^ 2 + (n + 1)) / t ^ (n + 2)) t := by
  have t0 : 0 < t := by linarith
  have h0 : 0 < t ^ 2 - 1 := by nlinarith
  have hne := h0.ne'
  have hc : HasDerivAt (fun t : ℝ => Real.sqrt (t ^ 2 - 1) ^ 3)
      (3 * t * Real.sqrt (t ^ 2 - 1)) t := by
    refine ((hasDerivAt_threshold ht).fun_pow 3).congr_deriv ?_
    have e : Real.sqrt (t ^ 2 - 1) ^ (3 - 1) = t ^ 2 - 1 := Real.sq_sqrt h0.le
    rw [e]
    push_cast
    field_simp
  have hp : HasDerivAt (fun t : ℝ => t ^ (n + 1)) ((n + 1) * t ^ n) t := by
    simpa using hasDerivAt_pow (n + 1) t
  refine (hc.fun_div hp (pow_ne_zero _ t0.ne')).congr_deriv ?_
  have e3 : Real.sqrt (t ^ 2 - 1) ^ 3 = (t ^ 2 - 1) * Real.sqrt (t ^ 2 - 1) := by
    rw [pow_succ, Real.sq_sqrt h0.le]
  rw [e3, div_eq_div_iff (by positivity) (by positivity)]
  ring
```

### (d) Limits at infinity

Show that $s^k/t^{k+n}\to 0^n$ as $t\to\infty$, with $0^0=1$.

For $t\ge1$, $(t-1)^2\le t^2-1\le t^2$, so $1-1/t\le s/t\le 1$ and $s/t\to1$. Raise this to the power $k$ and multiply by $t^{-n}$.

```lean
/-- As `t → ∞`, `√(t² - 1)ᵏ / tᵏ⁺ⁿ` tends to `1` for `n = 0` and to `0` for `n > 0`. -/
theorem tendsto_ratio (k n : ℕ) :
    Tendsto (fun t : ℝ => Real.sqrt (t ^ 2 - 1) ^ k / t ^ (k + n)) atTop (𝓝 (0 ^ n)) := by
  have hq : Tendsto (fun t : ℝ => Real.sqrt (t ^ 2 - 1) / t) atTop (𝓝 1) := by
    have hl : Tendsto (fun t : ℝ => 1 - t⁻¹) atTop (𝓝 1) := by
      simpa using (tendsto_inv_atTop_zero (𝕜 := ℝ)).const_sub 1
    refine tendsto_of_tendsto_of_tendsto_of_le_of_le' hl tendsto_const_nhds ?_ ?_
    · filter_upwards [eventually_ge_atTop (1 : ℝ)] with t ht
      have t0 : 0 < t := by linarith
      rw [le_div_iff₀ t0, sub_mul, inv_mul_cancel₀ t0.ne', one_mul]
      exact (le_abs_self _).trans (Real.abs_le_sqrt (by nlinarith))
    · filter_upwards [eventually_ge_atTop (1 : ℝ)] with t ht
      have t0 : 0 < t := by linarith
      rw [div_le_one t0]
      exact Real.sqrt_le_iff.2 ⟨t0.le, by linarith⟩
  have h := (hq.pow k).mul ((tendsto_inv_atTop_zero (𝕜 := ℝ)).pow n)
  rw [one_pow, one_mul] at h
  refine h.congr fun t => ?_
  rw [div_pow, inv_pow, pow_add, ← div_eq_mul_inv, div_div]
```

### (e) Two even moments

Show that both integrals converge, with
$$\int_1^\infty \frac{w}{t^2}\,dt=\frac25,\qquad \int_1^\infty \frac{w}{t^4}\,dt=\frac6{35}.$$

By (c), antiderivatives are
$$\frac{2s^3}{5t^3}+\frac{s^3}{10t^5},\qquad \frac{6s^3}{35t^3}+\frac{9s^3}{35t^5}+\frac{s^3}{14t^7}.$$
They vanish at $t=1$, and (d) gives their limits. Since the integrands are nonnegative, finite limits also prove convergence (`IntegrableOn`).

```lean
/-- The moments of the weight against `t⁻²` and `t⁻⁴` converge, with values `2/5` and `6/35`. -/
theorem even_moments :
    (IntegrableOn (fun t => weight t / t ^ 2) (Ioi 1) ∧
      ∫ t in Ioi (1 : ℝ), weight t / t ^ 2 = 2 / 5) ∧
    (IntegrableOn (fun t => weight t / t ^ 4) (Ioi 1) ∧
      ∫ t in Ioi (1 : ℝ), weight t / t ^ 4 = 6 / 35) := by
  have l3 := (tendsto_ratio 3 0).const_mul (2 / 5 : ℝ)
  have l5 := (tendsto_ratio 3 2).const_mul (1 / 10 : ℝ)
  have k3 := (tendsto_ratio 3 0).const_mul (6 / 35 : ℝ)
  have k5 := (tendsto_ratio 3 2).const_mul (9 / 35 : ℝ)
  have k7 := (tendsto_ratio 3 4).const_mul (1 / 14 : ℝ)
  constructor
  · have hc : ContinuousWithinAt (fun t : ℝ => 2 / 5 * (Real.sqrt (t ^ 2 - 1) ^ 3 / t ^ 3)
        + 1 / 10 * (Real.sqrt (t ^ 2 - 1) ^ 3 / t ^ 5)) (Ici 1) 1 :=
      ContinuousAt.continuousWithinAt (by fun_prop (disch := norm_num))
    have hd : ∀ t ∈ Ioi (1 : ℝ), HasDerivAt (fun t : ℝ =>
        2 / 5 * (Real.sqrt (t ^ 2 - 1) ^ 3 / t ^ 3)
        + 1 / 10 * (Real.sqrt (t ^ 2 - 1) ^ 3 / t ^ 5)) (weight t / t ^ 2) t := by
      intro t ht
      have t0 : t ≠ 0 := (zero_lt_one.trans ht).ne'
      refine (((hasDerivAt_block 2 ht).const_mul (2 / 5)).fun_add
        ((hasDerivAt_block 4 ht).const_mul (1 / 10))).congr_deriv ?_
      simp only [weight]
      push_cast
      field_simp
      ring
    have hp : ∀ t ∈ Ioi (1 : ℝ), 0 ≤ weight t / t ^ 2 :=
      fun t _ => div_nonneg (weight_nonneg t) (by positivity)
    exact ⟨integrableOn_Ioi_deriv_of_nonneg hc hd hp (l3.add l5),
      (integral_Ioi_of_hasDerivAt_of_nonneg hc hd hp (l3.add l5)).trans (by norm_num)⟩
  · have hc : ContinuousWithinAt (fun t : ℝ => 6 / 35 * (Real.sqrt (t ^ 2 - 1) ^ 3 / t ^ 3)
        + 9 / 35 * (Real.sqrt (t ^ 2 - 1) ^ 3 / t ^ 5)
        + 1 / 14 * (Real.sqrt (t ^ 2 - 1) ^ 3 / t ^ 7)) (Ici 1) 1 :=
      ContinuousAt.continuousWithinAt (by fun_prop (disch := norm_num))
    have hd : ∀ t ∈ Ioi (1 : ℝ), HasDerivAt (fun t : ℝ =>
        6 / 35 * (Real.sqrt (t ^ 2 - 1) ^ 3 / t ^ 3)
        + 9 / 35 * (Real.sqrt (t ^ 2 - 1) ^ 3 / t ^ 5)
        + 1 / 14 * (Real.sqrt (t ^ 2 - 1) ^ 3 / t ^ 7)) (weight t / t ^ 4) t := by
      intro t ht
      have t0 : t ≠ 0 := (zero_lt_one.trans ht).ne'
      refine ((((hasDerivAt_block 2 ht).const_mul (6 / 35)).fun_add
        ((hasDerivAt_block 4 ht).const_mul (9 / 35))).fun_add
        ((hasDerivAt_block 6 ht).const_mul (1 / 14))).congr_deriv ?_
      simp only [weight]
      push_cast
      field_simp
      ring
    have hp : ∀ t ∈ Ioi (1 : ℝ), 0 ≤ weight t / t ^ 4 :=
      fun t _ => div_nonneg (weight_nonneg t) (by positivity)
    exact ⟨integrableOn_Ioi_deriv_of_nonneg hc hd hp ((k3.add k5).add k7),
      (integral_Ioi_of_hasDerivAt_of_nonneg hc hd hp ((k3.add k5).add k7)).trans (by norm_num)⟩
```

### (f) The odd moment

Show that $\int_1^\infty w/t^3\,dt$ converges to $5\pi/64$.

Since $(\arctan s-s/t^2)'=2s/t^3$, an antiderivative is
$$\frac5{32}\Big(\arctan s-\frac s{t^2}\Big)+\frac{5s^3}{16t^4}+\frac{s^3}{12t^6}.$$
It vanishes at $t=1$. At infinity only the arctangent survives, giving $\frac5{32}\cdot\frac\pi2$.

```lean
/-- The moment of the weight against `t⁻³` converges, with value `5π/64`. -/
theorem third_moment : IntegrableOn (fun t => weight t / t ^ 3) (Ioi 1) ∧
    ∫ t in Ioi (1 : ℝ), weight t / t ^ 3 = 5 * Real.pi / 64 := by
  have hs : Tendsto (fun t : ℝ => Real.sqrt (t ^ 2 - 1)) atTop atTop := by
    refine tendsto_atTop_mono' atTop ?_ (tendsto_atTop_add_const_right atTop (-1 : ℝ) tendsto_id)
    filter_upwards [eventually_ge_atTop (1 : ℝ)] with t ht
    exact (le_abs_self _).trans (Real.abs_le_sqrt (by simp only [id]; nlinarith))
  have la := (Real.tendsto_arctan_atTop.mono_right nhdsWithin_le_nhds).comp hs
  have lb : Tendsto (fun t : ℝ => Real.sqrt (t ^ 2 - 1) / t ^ 2) atTop (𝓝 0) := by
    simpa using tendsto_ratio 1 1
  have hl := (((la.sub lb).const_mul (5 / 32 : ℝ)).add
    ((tendsto_ratio 3 1).const_mul (5 / 16 : ℝ))).add ((tendsto_ratio 3 3).const_mul (1 / 12 : ℝ))
  have hc : ContinuousWithinAt (fun t : ℝ =>
      5 / 32 * (Real.arctan (Real.sqrt (t ^ 2 - 1)) - Real.sqrt (t ^ 2 - 1) / t ^ 2)
      + 5 / 16 * (Real.sqrt (t ^ 2 - 1) ^ 3 / t ^ 4)
      + 1 / 12 * (Real.sqrt (t ^ 2 - 1) ^ 3 / t ^ 6)) (Ici 1) 1 :=
    ContinuousAt.continuousWithinAt (by fun_prop (disch := norm_num))
  have hd : ∀ t ∈ Ioi (1 : ℝ), HasDerivAt (fun t : ℝ =>
      5 / 32 * (Real.arctan (Real.sqrt (t ^ 2 - 1)) - Real.sqrt (t ^ 2 - 1) / t ^ 2)
      + 5 / 16 * (Real.sqrt (t ^ 2 - 1) ^ 3 / t ^ 4)
      + 1 / 12 * (Real.sqrt (t ^ 2 - 1) ^ 3 / t ^ 6)) (weight t / t ^ 3) t := by
    intro t ht
    have ht1 : 1 < t := ht
    have t0 : t ≠ 0 := by linarith
    have h0 : 0 < t ^ 2 - 1 := by nlinarith
    have hne := h0.ne'
    have hp : HasDerivAt (fun t : ℝ => t ^ 2) (2 * t) t := by simpa using hasDerivAt_pow 2 t
    have hab : HasDerivAt (fun t : ℝ => Real.arctan (Real.sqrt (t ^ 2 - 1))
        - Real.sqrt (t ^ 2 - 1) / t ^ 2) (2 * Real.sqrt (t ^ 2 - 1) / t ^ 3) t := by
      refine ((hasDerivAt_threshold ht1).arctan.fun_sub
        ((hasDerivAt_threshold ht1).fun_div hp (pow_ne_zero 2 t0))).congr_deriv ?_
      rw [Real.sq_sqrt h0.le, show 1 + (t ^ 2 - 1) = t ^ 2 by ring]
      field_simp
      ring
    refine (((hab.const_mul (5 / 32)).fun_add ((hasDerivAt_block 3 ht1).const_mul (5 / 16))).fun_add
      ((hasDerivAt_block 5 ht1).const_mul (1 / 12))).congr_deriv ?_
    simp only [weight]
    push_cast
    field_simp
    ring
  have hp : ∀ t ∈ Ioi (1 : ℝ), 0 ≤ weight t / t ^ 3 :=
    fun t ht => div_nonneg (weight_nonneg t) (pow_nonneg (zero_lt_one.trans ht).le 3)
  refine ⟨integrableOn_Ioi_deriv_of_nonneg hc hd hp hl,
    (integral_Ioi_of_hasDerivAt_of_nonneg hc hd hp hl).trans ?_⟩
  norm_num
  ring
```

### (g) Convergence of $F$

For $x\ge0$, show that $\int_1^\infty w/(t+x)^2\,dt$ converges.

Since $(t+x)^2\ge t^2$, the integrand is at most $w/t^2$, which is integrable by (e).

```lean
/-- The integral that defines `F(x)` converges for `x ≥ 0`. -/
theorem integrable_F {x : ℝ} (hx : 0 ≤ x) :
    IntegrableOn (fun t => weight t / (t + x) ^ 2) (Ioi 1) := by
  have hm : Measurable (fun t => weight t / (t + x) ^ 2) := by
    unfold weight
    fun_prop
  refine Integrable.mono' even_moments.1.1 hm.aestronglyMeasurable ?_
  filter_upwards [ae_restrict_mem measurableSet_Ioi] with t ht
  have t0 : 0 < t := zero_lt_one.trans ht
  rw [Real.norm_of_nonneg (div_nonneg (weight_nonneg t) (by positivity))]
  exact div_le_div_of_nonneg_left (weight_nonneg t) (by positivity) (by nlinarith)
```

### (h) From expectation value to $F$

For $m>0$ and $x\ge0$, show that
$$\Delta E=\frac\alpha\pi x^4m\,F(x).$$

Density times potential energy is
$$-\frac{8\alpha x^4m^3}{3\pi}\int_1^\infty w(t)\,r\,e^{-2m(t+x)r}\,dt.$$
Integrate over $r$ first, using $\int_0^\infty re^{-br}dr=1/b^2$ with $b=2m(t+x)$ (`hexp`). This leaves
$$-\frac{2\alpha x^4m}{3\pi}\int_1^\infty\frac{w(t)}{(t+x)^2}\,dt.$$
The exchange of integrals (`hswap`) is Fubini's theorem; (a) and (g) supply the absolute convergence (`hint`).

```lean
/-- For `m > 0` and `x = Zα ≥ 0`, the first-order 1S shift is `(α/π) x⁴ m F(x)`. -/
theorem shift1S_eq (α : ℝ) {m x : ℝ} (hm : 0 < m) (hx : 0 ≤ x) :
    shift1S α m x = α / Real.pi * x ^ 4 * m * F x := by
  -- the radial integral for one Yukawa component
  have hexp : ∀ t ∈ Ioi (1 : ℝ), ∫ r in Ioi (0 : ℝ), r * Real.exp (-(2 * m * (t + x) * r))
      = 1 / (4 * m ^ 2) * (1 / (t + x) ^ 2) := by
    intro t ht
    have t0 : 0 < t := zero_lt_one.trans ht
    have h := Real.integral_rpow_mul_exp_neg_mul_Ioi (a := 2) (r := 2 * m * (t + x))
      two_pos (by positivity)
    rw [show (2 : ℝ) - 1 = 1 by norm_num, Real.Gamma_two, Real.rpow_two, mul_one] at h
    simp only [Real.rpow_one] at h
    rw [h, div_pow, mul_pow, mul_pow, one_div_mul_one_div]
    norm_num
  have hint : Integrable (fun p : ℝ × ℝ =>
      weight p.1 * (p.2 * Real.exp (-(2 * m * (p.1 + x) * p.2))))
      ((volume.restrict (Ioi 1)).prod (volume.restrict (Ioi 0))) := by
    have hmeas : Measurable (fun p : ℝ × ℝ =>
        weight p.1 * (p.2 * Real.exp (-(2 * m * (p.1 + x) * p.2)))) := by
      unfold weight
      fun_prop
    rw [integrable_prod_iff hmeas.aestronglyMeasurable]
    constructor
    · filter_upwards [ae_restrict_mem measurableSet_Ioi] with t ht
      have t0 : 0 < t := zero_lt_one.trans ht
      refine Integrable.const_mul ?_ _
      by_contra hn
      have h := hexp t ht
      rw [integral_undef hn] at h
      have hpos : 0 < 1 / (4 * m ^ 2) * (1 / (t + x) ^ 2) := by positivity
      linarith
    · refine ((integrable_F hx).const_mul (1 / (4 * m ^ 2))).congr ?_
      filter_upwards [ae_restrict_mem measurableSet_Ioi] with t ht
      have hn : ∫ r in Ioi (0 : ℝ), ‖weight t * (r * Real.exp (-(2 * m * (t + x) * r)))‖
          = ∫ r in Ioi (0 : ℝ), weight t * (r * Real.exp (-(2 * m * (t + x) * r))) :=
        setIntegral_congr_fun measurableSet_Ioi fun r hr => Real.norm_of_nonneg
          (mul_nonneg (weight_nonneg t) (mul_nonneg (le_of_lt hr) (Real.exp_pos _).le))
      rw [hn, integral_const_mul, hexp t ht]
      ring
  have h1 : shift1S α m x = ∫ r in Ioi (0 : ℝ), -(8 * α * (x * m) ^ 3 * x / (3 * Real.pi)) *
      ∫ t in Ioi (1 : ℝ), weight t * (r * Real.exp (-(2 * m * (t + x) * r))) := by
    refine setIntegral_congr_fun measurableSet_Ioi fun r hr => ?_
    have r0 : r ≠ 0 := ne_of_gt hr
    have hin : ∫ t in Ioi (1 : ℝ), weight t * (r * Real.exp (-(2 * m * (t + x) * r)))
        = r * Real.exp (-(2 * (x * m) * r)) *
          ∫ t in Ioi (1 : ℝ), weight t * Real.exp (-(2 * m * r * t)) := by
      rw [← integral_const_mul]
      congr 1
      ext t
      rw [show -(2 * m * (t + x) * r) = -(2 * (x * m) * r) + -(2 * m * r * t) by ring,
        Real.exp_add]
      ring
    rw [hin, density1S, uehlingPotential]
    generalize (∫ t in Ioi (1 : ℝ), weight t * Real.exp (-(2 * m * r * t))) = J
    generalize Real.exp (-(2 * (x * m) * r)) = e
    field_simp
    ring
  -- exchange the radial and the spectral integral
  have hswap := integral_integral_swap
    (f := fun t r : ℝ => weight t * (r * Real.exp (-(2 * m * (t + x) * r)))) hint
  have h2 : ∫ t in Ioi (1 : ℝ), ∫ r in Ioi (0 : ℝ),
      weight t * (r * Real.exp (-(2 * m * (t + x) * r)))
      = ∫ t in Ioi (1 : ℝ), 1 / (4 * m ^ 2) * (weight t / (t + x) ^ 2) := by
    refine setIntegral_congr_fun measurableSet_Ioi fun t ht => ?_
    rw [integral_const_mul, hexp t ht]
    ring
  rw [h1, integral_const_mul, ← hswap, h2, integral_const_mul, F]
  generalize (∫ t in Ioi (1 : ℝ), weight t / (t + x) ^ 2) = J
  field_simp
  ring
```

### (i) Enclosing $F$

For $x\ge0$, show that
$$-\frac{12x^2}{35}\le F(x)+\frac4{15}-\frac{5\pi x}{48}\le0.$$

For $t>1$,
$$\frac1{(t+x)^2}-\frac1{t^2}+\frac{2x}{t^3}=\frac{x^2(3t+2x)}{t^3(t+x)^2}\ge0,$$
$$\frac1{t^2}-\frac{2x}{t^3}+\frac{3x^2}{t^4}-\frac1{(t+x)^2}=\frac{x^3(4t+3x)}{t^4(t+x)^2}\ge0.$$
Multiply by $w$ and integrate with (e) and (f):
$$\frac25-\frac{5\pi x}{32}\le\int_1^\infty\frac{w}{(t+x)^2}\,dt\le\frac25-\frac{5\pi x}{32}+\frac{18x^2}{35}.$$
These are `lo` and `hi`. The factor $-\frac23$ reverses the order and gives the claim.

At $x=0.1$ (about $Z=14$), $\frac4{15}=0.26667$, $\frac{5\pi x}{48}=0.03272$ and $\frac{12x^2}{35}=0.00343$, so $-0.2374\le F(0.1)\le-0.2339$.

```lean
/-- For `x = Zα ≥ 0`, `F(x)` equals `-4/15 + 5πx/48` up to a remainder between
`-12x²/35` and `0`. -/
theorem F_expansion {x : ℝ} (hx : 0 ≤ x) :
    -(12 * x ^ 2 / 35) ≤ F x + 4 / 15 - 5 * Real.pi * x / 48 ∧
      F x + 4 / 15 - 5 * Real.pi * x / 48 ≤ 0 := by
  obtain ⟨⟨i2, m2⟩, i4, m4⟩ := even_moments
  obtain ⟨i3, m3⟩ := third_moment
  have j3 := i3.const_mul (2 * x)
  have j4 := i4.const_mul (3 * x ^ 2)
  -- the Taylor polynomials of 1/(t+x)² bound it from below and above
  have lo := setIntegral_mono_on (i2.sub j3) (integrable_F hx) measurableSet_Ioi (by
    intro t ht
    have t0 : 0 < t := zero_lt_one.trans ht
    have hw := weight_nonneg t
    have e : weight t / (t + x) ^ 2 - (weight t / t ^ 2 - 2 * x * (weight t / t ^ 3))
        = weight t * (x ^ 2 * (3 * t + 2 * x) / (t ^ 3 * (t + x) ^ 2)) := by
      field_simp
      ring
    have p : 0 ≤ weight t * (x ^ 2 * (3 * t + 2 * x) / (t ^ 3 * (t + x) ^ 2)) :=
      mul_nonneg hw (by positivity)
    simp only [Pi.sub_apply]
    linarith)
  have hi := setIntegral_mono_on (integrable_F hx) ((i2.sub j3).add j4) measurableSet_Ioi (by
    intro t ht
    have t0 : 0 < t := zero_lt_one.trans ht
    have hw := weight_nonneg t
    have e : weight t / t ^ 2 - 2 * x * (weight t / t ^ 3) + 3 * x ^ 2 * (weight t / t ^ 4)
        - weight t / (t + x) ^ 2
        = weight t * (x ^ 3 * (4 * t + 3 * x) / (t ^ 4 * (t + x) ^ 2)) := by
      field_simp
      ring
    have p : 0 ≤ weight t * (x ^ 3 * (4 * t + 3 * x) / (t ^ 4 * (t + x) ^ 2)) :=
      mul_nonneg hw (by positivity)
    simp only [Pi.add_apply, Pi.sub_apply]
    linarith)
  rw [integral_sub' i2 j3, integral_const_mul, m2, m3] at lo
  rw [integral_add' (i2.sub j3) j4, integral_sub' i2 j3, integral_const_mul,
    integral_const_mul, m2, m3, m4] at hi
  unfold F
  constructor <;> linarith
```

### (j) Enclosing the energy

For $\alpha\ge0$, $m>0$ and $x\ge0$, show that
$$\frac{\alpha x^4m}{\pi}\Big(-\frac4{15}+\frac{5\pi x}{48}-\frac{12x^2}{35}\Big)\le\Delta E\le\frac{\alpha x^4m}{\pi}\Big(-\frac4{15}+\frac{5\pi x}{48}\Big).$$

Multiply (i) by the nonnegative prefactor in (h). For $\alpha=-\pi$ and $m=x=1$, the left side would exceed the right by $\frac{12}{35}$, so negative $\alpha$ cannot be allowed here.

A real ion has corrections outside this model. Replacing the Schrödinger density by the Dirac one changes the shift at relative order $x^2$, up to logarithms; nuclear size, recoil, the self-energy of the orbiting lepton, and vacuum polarization of higher order in $Z\alpha$ or $\alpha$ are also left out. The $x^2$ term here therefore bounds the model's remainder and is not the full QED coefficient.

```lean
/-- For `α ≥ 0`, `m > 0` and `x = Zα ≥ 0`, the first-order 1S Uehling shift lies between
its expansions through relative order `x²` and through relative order `x`. -/
theorem shift1S_bounds {α m x : ℝ} (hα : 0 ≤ α) (hm : 0 < m) (hx : 0 ≤ x) :
    α / Real.pi * x ^ 4 * m * (-(4 / 15) + 5 * Real.pi * x / 48 - 12 * x ^ 2 / 35)
        ≤ shift1S α m x ∧
      shift1S α m x ≤ α / Real.pi * x ^ 4 * m * (-(4 / 15) + 5 * Real.pi * x / 48) := by
  obtain ⟨lo, hi⟩ := F_expansion hx
  have hp := Real.pi_pos
  have hc : 0 ≤ α / Real.pi * x ^ 4 * m := by positivity
  rw [shift1S_eq α hm hx]
  exact ⟨mul_le_mul_of_nonneg_left (by linarith) hc, mul_le_mul_of_nonneg_left (by linarith) hc⟩

end

end UehlingGroundState
```

```lean
#print axioms UehlingGroundState.shift1S_bounds
```

```
'UehlingGroundState.shift1S_bounds' depends on axioms: [propext, Classical.choice, Quot.sound]
```
